# A nonzero four-particle amplitude can be symmetric under one exchange and antisymmetric under a disjoint one

The amplitude (x₀ + x₁)(x₂ − x₃) is a function of four complex coordinates, one per particle. The theorem states that it is not the zero function, that exchanging particles 0 and 1 leaves it unchanged, and that exchanging particles 2 and 3 reverses its sign. No normalisation, Hamiltonian or symmetry under the remaining exchanges is assumed. The attempt proves the first part by evaluating the amplitude at (1, 0, 1, 0), where it equals 1, and the two exchange rules by writing out the swaps and using algebra.

The failing Lean file:

```lean
import Mathlib

namespace DisjointPairsMixedSigns

variable {ι X : Type*} [DecidableEq ι]

/-- Exchanging the coordinates of particles `i` and `j` multiplies the wavefunction `ψ` by the
complex number `c`, at every configuration. -/
def HasExchangeFactor (ψ : (ι → X) → ℂ) (i j : ι) (c : ℂ) : Prop :=
  ∀ x : ι → X, ψ (x ∘ Equiv.swap i j) = c * ψ x

/-- A four-particle amplitude: the sum of the first two coordinates times the difference of the
last two. -/
def pairedAmplitude (x : Fin 4 → ℂ) : ℂ :=
  (x 0 + x 1) * (x 2 - x 3)

/-- Exchanges of disjoint pairs can carry opposite signs: the four-particle amplitude is nonzero,
symmetric in its first two particles and antisymmetric in its last two. -/
theorem disjoint_pairs_mixed_signs :
    pairedAmplitude ≠ 0 ∧ HasExchangeFactor pairedAmplitude 0 1 1 ∧
      HasExchangeFactor pairedAmplitude 2 3 (-1) := by
  refine ⟨?_, ?_, ?_⟩
  · intro h
    have h1 := congrFun h ![1, 0, 1, 0]
    norm_num [pairedAmplitude] at h1
  · intro x
    simp [pairedAmplitude, Equiv.swap_apply_def, -mul_eq_mul_right_iff, -mul_eq_mul_left_iff]
    ring
  · intro x
    simp [pairedAmplitude, Equiv.swap_apply_def, -mul_eq_mul_right_iff, -mul_eq_mul_left_iff]
    ring

end DisjointPairsMixedSigns
```

The error:

```
Main.lean:23:2: error: unsolved goals
case refine_1
h : pairedAmplitude = 0
h1 : ![1, 0, 1, 0] 2 - ![1, 0, 1, 0] 3 = 0
⊢ False
```

Cause. The error lies in the proof that the amplitude is nonzero. Assuming that it vanishes everywhere, `h1` should become the false equation 1 = 0 at the chosen point. `norm_num` unfolded the amplitude and reduced the first factor to 1, because ordinary simp lemmas read off entries 0 and 1 of a vector literal. Entries 2 and 3 are left to a simplification procedure (simproc), `Matrix.cons_val`, which `simp` runs by default but `norm_num` does not. So `![1, 0, 1, 0] 2` and `![1, 0, 1, 0] 3` stayed unevaluated, the contradiction was not reached, and the goal `False` stayed open.

The repair gives the same point as a function defined by `if`, so that no vector literal has to be indexed, and evaluates it with `simp only`, which does run the simprocs it is given. There, `pairedAmplitude` unfolds the amplitude and `Pi.zero_apply` evaluates the zero function. `Fin.reduceEq` and `one_ne_zero` settle the comparisons between particle labels, and `↓reduceIte` selects the branches. What is left is a false equation between plain numbers, which the separate `norm_num` refutes, closing the goal.

Lean accepts the file once it reads:

```diff
@@ -22,6 +22,7 @@
   refine ⟨?_, ?_, ?_⟩
   · intro h
-    have h1 := congrFun h ![1, 0, 1, 0]
-    norm_num [pairedAmplitude] at h1
+    have h1 := congrFun h (fun i => if i = 0 then 1 else if i = 2 then 1 else 0)
+    simp only [pairedAmplitude, Pi.zero_apply, Fin.reduceEq, one_ne_zero, ↓reduceIte] at h1
+    norm_num at h1
   · intro x
     simp [pairedAmplitude, Equiv.swap_apply_def, -mul_eq_mul_right_iff, -mul_eq_mul_left_iff]
```
